# The Gamma-function transmission of an inverted oscillator equals $1/(1+\exp(-2\pi e))$

## Transmission as a Gamma-function expression

The transmission probability is defined here by a formula, and not as a ratio of fluxes computed from the Schrödinger equation:

$$T(e)=\frac{\exp(\pi e)\,|\Gamma(\tfrac12-ie)|^2}{2\pi},\qquad e=\frac{E}{\hbar\omega}.$$

This is the form that comes from matching the parabolic cylinder functions on the two sides of the barrier. That scattering calculation is taken as physical input. The energy $E$ is measured from the barrier top, and $\omega$ sets the curvature there.

For a particle of mass $m$, with lengths in units of $\sqrt{\hbar/(m\omega)}$ and energies in units of $\hbar\omega$, the barrier is $V(x)=-x^2/2$. For $e\le 0$ the action under it, in units of $\hbar$, is

$$S(e)=\int_{-r}^{r}\sqrt{2(V(x)-e)}\,dx,\qquad r=\sqrt{-2e}.$$

In one-dimensional rate models that replace the barrier by the parabola at its top, $T(e)$ takes the place of the classical transmission probability, which jumps from 0 to 1 at the barrier top.

## Closed form from Euler's reflection formula

Put $z=\tfrac12-ie$. Since $e$ is real, $\bar z=1-z$, and $\Gamma(\bar z)=\overline{\Gamma(z)}$. The reflection formula then gives

$$|\Gamma(z)|^2=\Gamma(z)\Gamma(1-z)=\frac{\pi}{\sin(\pi/2-i\pi e)}=\frac{\pi}{\cos(i\pi e)}=\frac{\pi}{\cosh(\pi e)}.$$

Hence

$$T(e)=\frac{\exp(\pi e)}{2\cosh(\pi e)}=\frac{\exp(\pi e)}{\exp(\pi e)+\exp(-\pi e)}=\frac{1}{1+\exp(-2\pi e)}.$$

With $y=\exp(-2\pi e)$,

$$T(e)+T(-e)=\frac1{1+y}+\frac1{1+1/y}=\frac{1+y}{1+y}=1.$$

At $e=0$ this reads $2T(0)=1$, so $T(0)=\tfrac12$. As $e$ grows, the positive denominator $1+y$ strictly decreases, so $T$ strictly increases.

## Action and the tunnelling exponential

Because $2(V(x)-e)=r^2-x^2$, the substitution $x=ru$ gives

$$S(e)=r^2\int_{-1}^{1}\sqrt{1-u^2}\,du=\frac{\pi r^2}{2}=-\pi e.$$

The Kemble formula $1/(1+\exp(2S))$ therefore equals $T(e)$ for this barrier at every $e\le0$.

Let $q=\exp(2\pi e)$; for $e\le0$ this is the tunnelling exponential $\exp(-2S)$. Then $T=q/(1+q)<q$, and

$$q-T=qT<q^2.$$

These bounds hold at every real energy, but they determine $T$ to a small relative error only well below the top, where $q$ is small.

For $e=-\tfrac12$, $q=\exp(-\pi)\approx0.04321$ and $T\approx0.04321/1.04321\approx0.04142$. The excess $q-T\approx0.00179$ is indeed below $q^2\approx0.00187$. By symmetry, $T(\tfrac12)\approx0.95858$.

## The statements in Lean

The argument `e : ℝ` is the reduced energy. `transmission` is $T$, with the real energy embedded in the complex numbers inside `Complex.Gamma`, and `barrierAction` is $S$, an interval integral between the turning points. `StrictMono transmission` says that a larger energy always gives a larger $T$.

The action results assume `e ≤ 0`. Above the top, Lean's real square root of a negative number is zero, so `barrierAction` vanishes there and carries no physical meaning. The Kemble formula is treated for this parabola alone, not for general barriers.

```lean
import Mathlib

open Real

namespace InvertedOscillator

noncomputable section

/-- The transmission probability of the inverted oscillator in its Gamma-function form,
at energy `e` in units of `ħω`, measured from the barrier top. -/
def transmission (e : ℝ) : ℝ :=
  Real.exp (π * e) * ‖Complex.Gamma (1 / 2 - Complex.I * e)‖ ^ 2 / (2 * π)

/-- The action under the barrier `V(x) = -x²/2` at energy `e ≤ 0`, in oscillator units:
the integral of `√(2 (V(x) - e))` between the turning points `±√(-2e)`. -/
def barrierAction (e : ℝ) : ℝ :=
  ∫ x in (-√(-2 * e))..√(-2 * e), √(2 * (-x ^ 2 / 2 - e))

/-- The squared modulus of the Gamma function at `1/2 - i e` is `π / cosh (π e)`. -/
theorem norm_sq_Gamma (e : ℝ) :
    ‖Complex.Gamma (1 / 2 - Complex.I * e)‖ ^ 2 = π / Real.cosh (π * e) := by
  -- on the line Re z = 1/2, conjugation is the reflection z ↦ 1 - z
  have hconj : (starRingEnd ℂ) (1 / 2 - Complex.I * e) = 1 - (1 / 2 - Complex.I * e) := by
    simp only [map_sub, map_mul, map_div₀, map_one, map_ofNat, Complex.conj_I,
      Complex.conj_ofReal]
    ring
  have hsin : Complex.sin ((π : ℂ) * (1 / 2 - Complex.I * e))
      = ((Real.cosh (π * e) : ℝ) : ℂ) := by
    have h : (π : ℂ) * (1 / 2 - Complex.I * e)
        = (π : ℂ) / 2 - ((π : ℂ) * (e : ℂ)) * Complex.I := by ring
    rw [h, Complex.sin_pi_div_two_sub, Complex.cos_mul_I, Complex.ofReal_cosh,
      Complex.ofReal_mul]
  -- Euler's reflection formula
  have h := Complex.Gamma_mul_Gamma_one_sub (1 / 2 - Complex.I * e)
  rw [← hconj, Complex.Gamma_conj, Complex.mul_conj, Complex.normSq_eq_norm_sq, hsin] at h
  exact_mod_cast h

/-- The transmission probability of the inverted oscillator is `1 / (1 + exp (-2πe))`
at every real energy. -/
theorem transmission_eq (e : ℝ) :
    transmission e = 1 / (1 + Real.exp (-2 * π * e)) := by
  have h : Real.exp (-2 * π * e) = (Real.exp (π * e))⁻¹ * (Real.exp (π * e))⁻¹ := by
    rw [← Real.exp_neg, ← Real.exp_add]
    congr 1
    ring
  rw [transmission, norm_sq_Gamma, Real.cosh_eq, h, Real.exp_neg]
  have hx : 0 < Real.exp (π * e) := Real.exp_pos _
  have hπ : 0 < π := Real.pi_pos
  generalize Real.exp (π * e) = x at hx ⊢
  -- pull one growing exponential out of the hyperbolic cosine
  have hfac : x + x⁻¹ = x * (1 + x⁻¹ * x⁻¹) := by
    rw [mul_add, mul_one, ← mul_assoc, mul_inv_cancel₀ hx.ne', one_mul]
  rw [hfac]
  have hy : 0 < 1 + x⁻¹ * x⁻¹ := by positivity
  generalize 1 + x⁻¹ * x⁻¹ = y at hy ⊢
  field_simp

/-- The transmission probabilities at equal distances above and below the barrier top
add up to one. -/
theorem transmission_add_neg (e : ℝ) : transmission e + transmission (-e) = 1 := by
  have h : Real.exp (-2 * π * -e) = (Real.exp (-2 * π * e))⁻¹ := by
    rw [← Real.exp_neg]
    congr 1
    ring
  rw [transmission_eq, transmission_eq, h]
  have hx : 0 < Real.exp (-2 * π * e) := Real.exp_pos _
  generalize Real.exp (-2 * π * e) = x at hx ⊢
  have h1 : 1 + x ≠ 0 := by positivity
  have h2 : 1 + x⁻¹ ≠ 0 := by positivity
  rw [div_add_div _ _ h1 h2, div_eq_one_iff_eq (mul_ne_zero h1 h2)]
  linear_combination -(mul_inv_cancel₀ hx.ne')

/-- The transmission probability increases strictly with energy. -/
theorem transmission_strictMono : StrictMono transmission := by
  intro a b hab
  rw [transmission_eq, transmission_eq]
  apply one_div_lt_one_div_of_lt (by positivity)
  have h : Real.exp (-2 * π * b) < Real.exp (-2 * π * a) :=
    Real.exp_lt_exp.mpr (by nlinarith [mul_pos Real.pi_pos (sub_pos.mpr hab)])
  linarith

/-- At the energy of the barrier top the transmission probability is one half. -/
theorem transmission_zero : transmission 0 = 1 / 2 := by
  have h := transmission_add_neg 0
  rw [neg_zero] at h
  linarith

/-- At energies up to the barrier top the action under the barrier is `-πe`. -/
theorem barrierAction_eq {e : ℝ} (he : e ≤ 0) : barrierAction e = -(π * e) := by
  unfold barrierAction
  have hr : √(-2 * e) ^ 2 = -2 * e := Real.sq_sqrt (by linarith)
  have hr0 : 0 ≤ √(-2 * e) := Real.sqrt_nonneg _
  generalize √(-2 * e) = r at hr hr0 ⊢
  -- in units of the turning point the integrand is a unit half-circle
  have hf : ∀ x : ℝ, √(2 * (-(r * x) ^ 2 / 2 - e)) = r * √(1 - x ^ 2) := by
    intro x
    have hx : 2 * (-(r * x) ^ 2 / 2 - e) = r ^ 2 * (1 - x ^ 2) := by
      linear_combination -hr
    rw [hx, Real.sqrt_mul (sq_nonneg r), Real.sqrt_sq hr0]
  have h := intervalIntegral.smul_integral_comp_mul_left (a := -1) (b := 1)
    (f := fun x : ℝ => √(2 * (-x ^ 2 / 2 - e))) (c := r)
  simp only [hf, intervalIntegral.integral_const_mul, integral_sqrt_one_sub_sq,
    smul_eq_mul, mul_neg, mul_one] at h
  rw [← h]
  linear_combination (π / 2) * hr

/-- The Kemble formula, with the action under the barrier in the exponent, gives the
transmission probability of the inverted oscillator exactly at energies up to the top. -/
theorem kemble_exact {e : ℝ} (he : e ≤ 0) :
    transmission e = 1 / (1 + Real.exp (2 * barrierAction e)) := by
  have h : 2 * -(π * e) = -2 * π * e := by ring
  rw [transmission_eq, barrierAction_eq he, h]

/-- The tunnelling exponential `exp (2πe)` lies above the transmission probability,
by less than its own square. -/
theorem tunnelling_exponential_bounds (e : ℝ) :
    transmission e < Real.exp (2 * π * e) ∧
      Real.exp (2 * π * e) - transmission e < Real.exp (2 * π * e) ^ 2 := by
  have hpos : 0 < transmission e := by
    rw [transmission_eq]
    positivity
  have hT : transmission e * (1 + Real.exp (-2 * π * e)) = 1 := by
    rw [transmission_eq]
    exact one_div_mul_cancel (by positivity)
  have hyx : Real.exp (-2 * π * e) * Real.exp (2 * π * e) = 1 := by
    rw [← Real.exp_add, show -2 * π * e + 2 * π * e = 0 by ring, Real.exp_zero]
  have hx : 0 < Real.exp (2 * π * e) := Real.exp_pos _
  -- the excess of the exponential over T is T times the exponential
  have h : transmission e * Real.exp (2 * π * e) + transmission e
      = Real.exp (2 * π * e) := by
    linear_combination Real.exp (2 * π * e) * hT - transmission e * hyx
  have hlt : transmission e < Real.exp (2 * π * e) := by
    linarith [mul_pos hpos hx]
  exact ⟨hlt, by nlinarith [mul_pos (sub_pos.mpr hlt) hx]⟩

end

end InvertedOscillator
```

```lean
#print axioms InvertedOscillator.transmission_eq
#print axioms InvertedOscillator.transmission_zero
#print axioms InvertedOscillator.kemble_exact
#print axioms InvertedOscillator.tunnelling_exponential_bounds
```

```
'InvertedOscillator.transmission_eq' depends on axioms: [propext, Classical.choice, Quot.sound]
'InvertedOscillator.transmission_zero' depends on axioms: [propext, Classical.choice, Quot.sound]
'InvertedOscillator.kemble_exact' depends on axioms: [propext, Classical.choice, Quot.sound]
'InvertedOscillator.tunnelling_exponential_bounds' depends on axioms: [propext, Classical.choice, Quot.sound]
```

## How the proof follows the calculation

In `norm_sq_Gamma`, `hconj` is the identity $\bar z=1-z$ and `hsin` turns the sine into a hyperbolic cosine. Rewriting the reflection formula with both gives an equation between complex numbers that are real, and `exact_mod_cast` returns it to the reals.

`transmission_eq` inserts this result and factors the growing exponential out of the hyperbolic cosine; `field_simp` cancels it. `transmission_add_neg` puts the two fractions over a common denominator, leaving only $y\,y^{-1}=1$. `transmission_strictMono` compares the exponentials and then the reciprocals, while `transmission_zero` uses the symmetry at zero energy.

In `barrierAction_eq`, `hf` rescales the integrand to a half-circle. The library's change of variables supplies the other factor $r$ and also covers $r=0$; `integral_sqrt_one_sub_sq` supplies the area $\pi/2$. The final `linear_combination` uses $r^2=-2e$. `kemble_exact` then substitutes the action into the closed form.

For `tunnelling_exponential_bounds`, the central identity is $Tq+T=q$. Positivity of $Tq$ gives the first inequality, and multiplying $T<q$ by $q$ gives the second.
